# For a Gaussian s orbital and a given core polarizability, the first-order core-polarization shift fixes the cutoff exponent

Q: Before I trust any theorem about core polarization, tell me what has been defined, and in which units.

A: Atomic units, one valence electron at distance $r$ from one core, and real numbers throughout.

```lean
import Mathlib

open Real Set Filter Topology MeasureTheory

namespace CorePolarization

noncomputable section
```

The electron's field at the core has magnitude $1/r^2$. It is damped at short range by a cutoff exponent $g$:
$$F(r)=\frac{1-e^{-gr^2}}{r^2}.$$

```lean
/-- Damped field at the core of a valence electron at distance `r`, with cutoff exponent `g`. -/
def cutoffField (g r : ℝ) : ℝ := (1 - exp (-g * r ^ 2)) / r ^ 2
```

A core of dipole polarizability $\alpha$ responds with the energy $V(r)=-\tfrac{\alpha}{2}F(r)^2$. Here $\alpha$ stands for the linear response of the core, and $g$ for the failure of the point-dipole picture inside it. Both are parameters of the model.

```lean
/-- Core polarization potential of a core with polarizability `α`. -/
def cpp (α g r : ℝ) : ℝ := -(α / 2) * cutoffField g r ^ 2
```

Q: And the level shift? Is it a true expectation value?

A: Yes, for the fixed orbital $e^{-cr^2/2}$. Note that $c$ is the exponent of the density, twice that of the orbital. The orbital is unnormalised, so `sShift` divides by the norm integral; the angular factor $4\pi$ cancels.

```lean
/-- First-order energy shift of the s orbital `exp (-c r² / 2)`: the integral of the core
polarization potential over the unnormalised radial density, divided by the integral of that
density. -/
def sShift (α c g : ℝ) : ℝ :=
  (∫ r in Ioi (0 : ℝ), cpp α g r * (r ^ 2 * exp (-c * r ^ 2))) /
    ∫ r in Ioi (0 : ℝ), r ^ 2 * exp (-c * r ^ 2)
```

In the numerator, the volume factor $r^2$ turns $F^2$ into the integrand
$$f(r)=\frac{(1-e^{-gr^2})^2}{r^2}\,e^{-cr^2}.$$

```lean
/-- Squared damped field times the unnormalised radial density `r² exp (-c r²)` of the s orbital,
for `r ≠ 0`. -/
def fieldDensity (c g r : ℝ) : ℝ :=
  (1 - exp (-g * r ^ 2)) ^ 2 / r ^ 2 * exp (-c * r ^ 2)
```

Three abbreviations remain. The first is $S(g)=2\sqrt{c+g}-\sqrt c-\sqrt{c+2g}$, called `rootSum`.

```lean
/-- The combination of square roots that governs the s-level shift. -/
def rootSum (c g : ℝ) : ℝ := 2 * √(c + g) - √c - √(c + 2 * g)
```

The second is a candidate for its inverse, the exponent at which $S$ takes a prescribed value $s$.

```lean
/-- The cutoff exponent written as a function of a prescribed value `s` of `rootSum`. -/
def cutoffExponent (c s : ℝ) : ℝ := (√c + s + √(s * (s + 2 * √c) / 2)) ^ 2 - c
```

The third is the Gaussian $G_b(r)=b\,e^{-br^2}$.

```lean
/-- The Gaussian `b exp (-b r²)`. -/
def gauss (b r : ℝ) : ℝ := b * exp (-b * r ^ 2)
```

Q: Lean gives a divergent integral the value zero. How do I know that yours converges?

A: Put $u=1-e^{-gr^2}$ with $g\ge 0$. Then $0\le u\le 1$, and $1+x\le e^x$ gives $u\le gr^2$. Hence $u^2\le 1$ and $u^2\le u\le gr^2$.

```lean
/-- The squared damping factor is at most one, and at most `g r²`. -/
theorem damping_sq_le {g : ℝ} (hg : 0 ≤ g) (r : ℝ) :
    (1 - exp (-g * r ^ 2)) ^ 2 ≤ 1 ∧ (1 - exp (-g * r ^ 2)) ^ 2 ≤ g * r ^ 2 := by
  have h1 := exp_pos (-g * r ^ 2)
  have h2 : exp (-g * r ^ 2) ≤ 1 :=
    Real.exp_le_one_iff.mpr (by nlinarith [mul_nonneg hg (sq_nonneg r)])
  have h3 := Real.add_one_le_exp (-g * r ^ 2)
  have h4 := mul_nonneg h1.le (sub_nonneg.2 h2)
  constructor <;> nlinarith
```

The second bound gives $0\le f(r)\le g\,e^{-cr^2}$, which is integrable for $c>0$. The Lean proof uses exactly this majorant.

```lean
/-- The squared damped field is integrable over the density of the s orbital. -/
theorem fieldDensity_integrable {c g : ℝ} (hc : 0 < c) (hg : 0 ≤ g) :
    Integrable (fieldDensity c g) (volume.restrict (Ioi 0)) := by
  have hG : Integrable (fun r : ℝ => g * exp (-c * r ^ 2)) (volume.restrict (Ioi 0)) :=
    ((integrable_exp_neg_mul_sq hc).const_mul g).restrict
  have hm : Measurable (fieldDensity c g) := by
    unfold fieldDensity
    fun_prop
  refine Integrable.mono' hG hm.aestronglyMeasurable ?_
  refine (ae_restrict_iff' measurableSet_Ioi).2 (Eventually.of_forall fun r hr => ?_)
  have hr' : 0 < r := hr
  unfold fieldDensity
  rw [Real.norm_of_nonneg (by positivity)]
  exact mul_le_mul_of_nonneg_right
    ((div_le_iff₀ (by positivity)).2 (damping_sq_le hg r).2) (exp_pos _).le
```

Q: Then evaluate the integral.

A: Integrate by parts with $B(r)=-u^2e^{-cr^2}/r$. Expanding the square,
$$u^2e^{-cr^2}=e^{-cr^2}-2e^{-(c+g)r^2}+e^{-(c+2g)r^2},$$
so that
$$B'=f-\left(4G_{c+g}-2G_c-2G_{c+2g}\right).$$
Each Gaussian contributes $\int_0^\infty G_b\,dr=\tfrac b2\sqrt{\pi/b}=\tfrac12\sqrt{\pi b}$.

```lean
/-- The Gaussian `b exp (-b r²)` is integrable on the half-line, with integral `√π √b / 2`. -/
theorem gauss_integral {b : ℝ} (hb : 0 < b) :
    Integrable (gauss b) (volume.restrict (Ioi 0)) ∧
      ∫ r in Ioi (0 : ℝ), gauss b r = √π * √b / 2 := by
  refine ⟨((integrable_exp_neg_mul_sq hb).const_mul b).restrict, ?_⟩
  have hs := Real.mul_self_sqrt hb.le
  have hp := Real.sqrt_pos.2 hb
  unfold gauss
  rw [integral_const_mul, integral_gaussian_Ioi, Real.sqrt_div Real.pi_pos.le, div_div,
    mul_div_assoc', div_eq_div_iff (by positivity) (by norm_num)]
  linear_combination (-2 * √π) * hs
```

The two bounds on $u^2$ give $|B|\le gr$ and $|B|\le 1/r$, so $B$ vanishes at both ends. Therefore
$$\int_0^\infty f\,dr=\sqrt\pi\left(2\sqrt{c+g}-\sqrt c-\sqrt{c+2g}\right)=\sqrt\pi\,S(g).$$
In the code, $B$ is called `F` (not the damped field), `hcont` and `hlim` are its two boundary limits, `hderiv` is the formula for $B'$, and `key` applies the fundamental theorem of calculus on the half-line.

```lean
/-- Closed form of the squared damped field integrated over the unnormalised radial density of the s
orbital. -/
theorem integral_fieldDensity {c g : ℝ} (hc : 0 < c) (hg : 0 ≤ g) :
    ∫ r in Ioi (0 : ℝ), fieldDensity c g r = √π * rootSum c g := by
  -- the boundary term of the integration by parts
  obtain ⟨F, hF⟩ : ∃ F : ℝ → ℝ, F = fun r => -((1 - exp (-g * r ^ 2)) *
    (1 - exp (-g * r ^ 2)) * exp (-c * r ^ 2) / r) := ⟨_, rfl⟩
  have hF0 : F 0 = 0 := by simp [hF]
  have hb : ∀ r : ℝ, 0 < r → ‖F r‖ ≤ g * r ∧ ‖F r‖ ≤ r⁻¹ := by
    intro r hr
    have hu := damping_sq_le hg r
    have hE : exp (-c * r ^ 2) ≤ 1 :=
      Real.exp_le_one_iff.mpr (by nlinarith [mul_pos hc (pow_pos hr 2)])
    have hX := mul_le_of_le_one_right (mul_self_nonneg (1 - exp (-g * r ^ 2))) hE
    have hn : ‖F r‖ = (1 - exp (-g * r ^ 2)) * (1 - exp (-g * r ^ 2)) *
        exp (-c * r ^ 2) / r := by
      simp only [hF]
      rw [norm_neg, Real.norm_of_nonneg
        (div_nonneg (mul_nonneg (mul_self_nonneg _) (exp_pos _).le) hr.le)]
    rw [hn, div_le_iff₀ hr, div_le_iff₀ hr, inv_mul_cancel₀ hr.ne']
    rw [← pow_two (1 - exp (-g * r ^ 2))] at hX ⊢
    exact ⟨by linarith [hu.2, mul_assoc g r r, pow_two r,
      congrArg (fun x => g * x) (pow_two r)], hX.trans hu.1⟩
  have hcont : ContinuousWithinAt F (Ici 0) 0 := by
    unfold ContinuousWithinAt
    rw [hF0]
    refine squeeze_zero_norm' (a := fun r => g * r) ?_ ?_
    · filter_upwards [self_mem_nhdsWithin] with r hr
      rcases eq_or_lt_of_le (show (0 : ℝ) ≤ r from hr) with h | h
      · rw [← h, hF0]; simp
      · exact (hb r h).1
    · have h : Tendsto (fun r : ℝ => g * r) (𝓝 0) (𝓝 (g * 0)) :=
        (continuous_const.mul continuous_id).tendsto 0
      rw [mul_zero] at h
      exact h.mono_left nhdsWithin_le_nhds
  have hlim : Tendsto F atTop (𝓝 0) :=
    squeeze_zero_norm' ((eventually_gt_atTop 0).mono fun r hr => (hb r hr).2)
      tendsto_inv_atTop_zero
  have he : ∀ b r : ℝ, HasDerivAt (fun x => exp (-b * x ^ 2))
      (exp (-b * r ^ 2) * (-b * (2 * r))) r := fun b r =>
    (((hasDerivAt_pow 2 r).const_mul (-b)).exp).congr_deriv (by simp)
  -- its derivative is the integrand minus three Gaussians
  have hderiv : ∀ r ∈ Ioi (0 : ℝ), HasDerivAt F (fieldDensity c g r -
      (4 * gauss (c + g) r - 2 * gauss c r - 2 * gauss (c + 2 * g) r)) r := by
    intro r hr
    have hr' : r ≠ 0 := ne_of_gt hr
    have hu := (he g r).const_sub 1
    have h1 : exp (-(c + g) * r ^ 2) = exp (-c * r ^ 2) * exp (-g * r ^ 2) := by
      rw [← Real.exp_add]; congr 1; ring
    have h2 : exp (-(c + 2 * g) * r ^ 2) =
        exp (-c * r ^ 2) * exp (-g * r ^ 2) * exp (-g * r ^ 2) := by
      rw [← Real.exp_add, ← Real.exp_add]; congr 1; ring
    rw [hF]
    refine ((((hu.fun_mul hu).fun_mul (he c r)).fun_div (hasDerivAt_id' r) hr').fun_neg).congr_deriv ?_
    unfold fieldDensity gauss
    rw [h1, h2]
    generalize exp (-c * r ^ 2) = E
    generalize exp (-g * r ^ 2) = e
    field_simp
    ring
  obtain ⟨i1, v1⟩ := gauss_integral (show 0 < c + g by linarith)
  obtain ⟨i2, v2⟩ := gauss_integral hc
  obtain ⟨i3, v3⟩ := gauss_integral (show 0 < c + 2 * g by linarith)
  have i12 : Integrable (fun r => 4 * gauss (c + g) r - 2 * gauss c r)
      (volume.restrict (Ioi 0)) := (i1.const_mul 4).sub (i2.const_mul 2)
  have i123 : Integrable (fun r => 4 * gauss (c + g) r - 2 * gauss c r -
      2 * gauss (c + 2 * g) r) (volume.restrict (Ioi 0)) := i12.sub (i3.const_mul 2)
  have hI := fieldDensity_integrable hc hg
  have key := integral_Ioi_of_hasDerivAt_of_tendsto hcont hderiv (hI.sub i123) hlim
  rw [integral_sub hI i123, integral_sub i12 (i3.const_mul 2),
    integral_sub (i1.const_mul 4) (i2.const_mul 2), integral_const_mul, integral_const_mul,
    integral_const_mul, v1, v2, v3, hF0] at key
  unfold rootSum
  linear_combination key
```

Q: A fit needs more than a formula. Could two cutoffs give the same value?

A: No. By calculus, $S'(g)=1/\sqrt{c+g}-1/\sqrt{c+2g}>0$ for $g>0$. The Lean proof avoids derivatives. For $0\le g<h$, set $a=\sqrt{c+g}$, $b=\sqrt{c+h}$, $p=\sqrt{c+2g}$, $q=\sqrt{c+2h}$. Then
$$(q-p)(q+p)=2(h-g)=2(b-a)(b+a).$$
Since $q+p>b+a$, it follows that $q-p<2(b-a)$, which is $S(g)<S(h)$.

```lean
/-- The combination of square roots increases strictly with the cutoff exponent. -/
theorem rootSum_strictMonoOn {c : ℝ} (hc : 0 < c) : StrictMonoOn (rootSum c) (Ici 0) := by
  intro g hg h _ hgh
  have hg' : 0 ≤ g := hg
  have a2 := Real.mul_self_sqrt (show 0 ≤ c + g by linarith)
  have b2 := Real.mul_self_sqrt (show 0 ≤ c + h by linarith)
  have p2 := Real.mul_self_sqrt (show 0 ≤ c + 2 * g by linarith)
  have q2 := Real.mul_self_sqrt (show 0 ≤ c + 2 * h by linarith)
  have ab : √(c + g) < √(c + h) := Real.sqrt_lt_sqrt (by linarith) (by linarith)
  have ap : √(c + g) ≤ √(c + 2 * g) := Real.sqrt_le_sqrt (by linarith)
  have bq : √(c + h) < √(c + 2 * h) := Real.sqrt_lt_sqrt (by linarith) (by linarith)
  have a0 := Real.sqrt_nonneg (c + g)
  unfold rootSum
  by_contra hn
  -- compare the two differences of squares
  have h1 : 2 * (√(c + h) - √(c + g)) ≤ √(c + 2 * h) - √(c + 2 * g) := by linarith
  have h2 := mul_le_mul_of_nonneg_right h1
    (show 0 ≤ √(c + 2 * h) + √(c + 2 * g) by linarith)
  have h3 := mul_pos (sub_pos.2 ab)
    (show 0 < √(c + 2 * h) + √(c + 2 * g) - (√(c + h) + √(c + g)) by linarith)
  nlinarith
```

Q: Is every positive value reached?

A: Solve $S(g)=s$ for $s>0$. Write $\sqrt{c+g}=\sqrt c+s+d$; the equation then requires $\sqrt{c+2g}=\sqrt c+s+2d$. The two squares must satisfy $(c+2g)=2(c+g)-c$, which reduces to $2d^2=s(s+2\sqrt c)$. Taking the positive root $d$ gives
$$g=(\sqrt c+s+d)^2-c>0.$$
Lean checks the solution by showing that both shifted arguments are perfect squares (`e1` and `e2`).

```lean
/-- The explicit cutoff exponent is positive and reproduces the prescribed value `s`. -/
theorem rootSum_cutoffExponent {c s : ℝ} (hc : 0 < c) (hs : 0 < s) :
    0 < cutoffExponent c s ∧ rootSum c (cutoffExponent c s) = s := by
  have hk := Real.sqrt_pos.2 hc
  have k2 := Real.mul_self_sqrt hc.le
  have d2 := Real.mul_self_sqrt (show 0 ≤ s * (s + 2 * √c) / 2 by positivity)
  have d0 := Real.sqrt_nonneg (s * (s + 2 * √c) / 2)
  unfold rootSum cutoffExponent
  generalize √(s * (s + 2 * √c) / 2) = d at *
  -- both shifted arguments are perfect squares
  have e1 : c + ((√c + s + d) ^ 2 - c) = (√c + s + d) ^ 2 := by ring
  have e2 : c + 2 * ((√c + s + d) ^ 2 - c) = (√c + s + 2 * d) ^ 2 := by
    linear_combination k2 - 2 * d2
  constructor
  · nlinarith [mul_pos hk (show 0 < s + d by linarith), sq_nonneg (s + d)]
  · rw [e1, e2, Real.sqrt_sq (by positivity), Real.sqrt_sq (by positivity)]
    ring
```

The next theorem collects the behaviour of the integral itself: `StrictMonoOn` on `Ici 0` means strictly increasing for $g\ge0$, `𝓝[>] 0` means $g\to0^+$, and the last limit says that the integral grows without bound. The zero limit follows from continuity of $S$ and $S(0)=0$. For unboundedness, the explicit exponent reaches a value above any given bound, and monotonicity keeps the integral there.

```lean
/-- The integral of the squared damped field increases strictly with the cutoff exponent,
vanishes as the exponent tends to zero, and grows beyond all bounds as it tends to infinity. -/
theorem integral_fieldDensity_range {c : ℝ} (hc : 0 < c) :
    StrictMonoOn (fun g => ∫ r in Ioi (0 : ℝ), fieldDensity c g r) (Ici 0) ∧
      Tendsto (fun g => ∫ r in Ioi (0 : ℝ), fieldDensity c g r) (𝓝[>] 0) (𝓝 0) ∧
      Tendsto (fun g => ∫ r in Ioi (0 : ℝ), fieldDensity c g r) atTop atTop := by
  have hpi : 0 < √π := Real.sqrt_pos.2 Real.pi_pos
  refine ⟨?_, ?_, ?_⟩
  · intro g hg h hh hgh
    beta_reduce
    rw [integral_fieldDensity hc hg, integral_fieldDensity hc hh]
    exact mul_lt_mul_of_pos_left (rootSum_strictMonoOn hc hg hh hgh) hpi
  · have hcont : Continuous fun g => √π * rootSum c g := by
      unfold rootSum
      fun_prop
    have h0 : √π * rootSum c 0 = 0 := by
      unfold rootSum
      rw [mul_zero, add_zero]
      ring
    have h := hcont.tendsto 0
    rw [h0] at h
    refine (h.mono_left nhdsWithin_le_nhds).congr' ?_
    filter_upwards [self_mem_nhdsWithin] with g hg
    exact (integral_fieldDensity hc (mem_Ioi.1 hg).le).symm
  · refine tendsto_atTop.2 fun B => ?_
    -- the explicit exponent reaches the value |B| + 1
    have hs : 0 < (|B| + 1) / √π := by positivity
    obtain ⟨hp, hv⟩ := rootSum_cutoffExponent hc hs
    filter_upwards [eventually_ge_atTop (cutoffExponent c ((|B| + 1) / √π))] with g hg
    have hm := (rootSum_strictMonoOn hc).monotoneOn (mem_Ici.2 hp.le)
      (mem_Ici.2 (hp.le.trans hg)) hg
    rw [hv, div_le_iff₀ hpi] at hm
    rw [integral_fieldDensity hc (hp.le.trans hg)]
    linarith [le_abs_self B, mul_comm (√π) (rootSum c g)]
```

Q: So far this is an integral. Where is the energy?

A: The norm integral is $\int_0^\infty r^2e^{-cr^2}dr=\sqrt\pi/(4c^{3/2})$, obtained in Lean from a Gamma integral. Dividing,
$$\Delta E=\frac{-\tfrac{\alpha}{2}\sqrt\pi\,S(g)}{\sqrt\pi/(4c^{3/2})}=-2\alpha c^{3/2}S(g).$$

```lean
/-- Closed form of the first-order shift of the s level. -/
theorem sShift_eq (α : ℝ) {c g : ℝ} (hc : 0 < c) (hg : 0 ≤ g) :
    sShift α c g = -(2 * α * (c * √c)) * rootSum c g := by
  have hpi : 0 < √π := Real.sqrt_pos.2 Real.pi_pos
  have hnum : ∫ r in Ioi (0 : ℝ), cpp α g r * (r ^ 2 * exp (-c * r ^ 2)) =
      -(α / 2) * ∫ r in Ioi (0 : ℝ), fieldDensity c g r := by
    rw [← integral_const_mul]
    refine setIntegral_congr_fun measurableSet_Ioi fun r hr => ?_
    have hr' : r ≠ 0 := ne_of_gt hr
    have key : ∀ x : ℝ, (x / r ^ 2) ^ 2 * r ^ 2 = x ^ 2 / r ^ 2 := fun x => by field_simp
    simp only [cpp, cutoffField, fieldDensity]
    linear_combination (-(α / 2) * exp (-c * r ^ 2)) * key (1 - exp (-g * r ^ 2))
  -- the integral of the unnormalised radial density is a Gamma integral
  have hnorm : ∫ r in Ioi (0 : ℝ), r ^ 2 * exp (-c * r ^ 2) = √π / (4 * (c * √c)) := by
    have h := integral_rpow_mul_exp_neg_mul_rpow (p := 2) (q := 2) (b := c)
      (by norm_num) (by norm_num) hc
    simp only [Real.rpow_two] at h
    have hG : Real.Gamma (((2 : ℝ) + 1) / 2) = √π / 2 := by
      rw [show ((2 : ℝ) + 1) / 2 = 1 / 2 + 1 by norm_num, Real.Gamma_add_one (by norm_num),
        Real.Gamma_one_half_eq]
      ring
    have hp : c ^ (-((2 : ℝ) + 1) / 2) = (c * √c)⁻¹ := by
      rw [show -((2 : ℝ) + 1) / 2 = -(1 + 1 / 2) by norm_num, Real.rpow_neg hc.le,
        Real.rpow_add hc, Real.rpow_one, ← Real.sqrt_eq_rpow]
    rw [h, hG, hp]
    ring
  unfold sShift
  rw [hnum, hnorm, integral_fieldDensity hc hg, div_div_eq_mul_div, div_eq_iff hpi.ne']
  ring
```

Q: Does the formula have the right limit for a small cutoff exponent?

A: For $g\ll c$, expansion gives $S\approx g^2/(4c^{3/2})$, hence $\Delta E\approx-\alpha g^2/2$. That is the limit of $V(r)$ as $r\to0$, as it should be for an orbital confined to the flat bottom of the potential.

Q: Now state the fitting result precisely.

A: Let $\alpha,c,\Delta>0$. A positive $g$ gives $\Delta E=-\Delta$ exactly when it is the explicit exponent for $s=\Delta/(2\alpha c^{3/2})$. One direction is the inverse formula; the other is injectivity of $S$.

```lean
/-- A positive cutoff exponent produces the level lowering `Δ > 0` exactly when it equals
the explicit exponent. -/
theorem sShift_eq_iff {α c Δ g : ℝ} (hα : 0 < α) (hc : 0 < c) (hΔ : 0 < Δ) (hg : 0 < g) :
    sShift α c g = -Δ ↔ g = cutoffExponent c (Δ / (2 * α * (c * √c))) := by
  have hk := Real.sqrt_pos.2 hc
  have hw : 0 < 2 * α * (c * √c) := by positivity
  obtain ⟨hp, hv⟩ := rootSum_cutoffExponent hc (div_pos hΔ hw)
  have hiff : sShift α c g = -Δ ↔ rootSum c g = Δ / (2 * α * (c * √c)) := by
    rw [sShift_eq α hc hg.le, eq_div_iff hw.ne']
    constructor <;> intro h <;> linarith
  rw [hiff]
  constructor
  · intro h
    exact (rootSum_strictMonoOn hc).injOn (mem_Ici.2 hg.le) (mem_Ici.2 hp.le) (h.trans hv.symm)
  · intro h
    rw [h, hv]
```

Existence and uniqueness follow, written `∃!` in Lean.

```lean
/-- Every first-order lowering `Δ > 0` of the s level fixes a unique positive cutoff exponent
of the core polarization potential. -/
theorem existsUnique_cutoff {α c Δ : ℝ} (hα : 0 < α) (hc : 0 < c) (hΔ : 0 < Δ) :
    ∃! g : ℝ, 0 < g ∧ sShift α c g = -Δ := by
  have hk := Real.sqrt_pos.2 hc
  have hs : 0 < Δ / (2 * α * (c * √c)) := by positivity
  have hp := (rootSum_cutoffExponent hc hs).1
  exact ⟨_, ⟨hp, (sShift_eq_iff hα hc hΔ hp).2 rfl⟩,
    fun g hg => (sShift_eq_iff hα hc hΔ hg.1).1 hg.2⟩

end

end CorePolarization
```

```lean
#print axioms CorePolarization.integral_fieldDensity_range
#print axioms CorePolarization.existsUnique_cutoff
```

```
'CorePolarization.integral_fieldDensity_range' depends on axioms: [propext, Classical.choice, Quot.sound]
'CorePolarization.existsUnique_cutoff' depends on axioms: [propext, Classical.choice, Quot.sound]
```

Q: What may I not read into this?

A: The orbital is a single Gaussian and does not relax, and the shift is defined as first order. Other cores are absent, as are the cross terms that several valence electrons produce when their total field is squared. A cutoff fitted to a fully computed level is a different problem.

Q: Does the integral still turn up in an actual calculation?

A: Yes. In a Gaussian basis, the one-electron matrix element of $V$ between s functions $e^{-ar^2}$ and $e^{-br^2}$ on the core contains the same integral, with $c=a+b$. In floating-point arithmetic, `rootSum` loses digits by cancellation when $g\ll c$, but the equal expression $2g^2/\big((\sqrt{c+g}+\sqrt c)(\sqrt{c+2g}+\sqrt{c+g})(\sqrt{c+2g}+\sqrt c)\big)$ avoids the subtraction. The inverse formula can also supply a starting value of $g$ for a one-electron fit in which the orbital is allowed to relax.
